# In Rⁿ with n ≥ 2, finite products of Givens rotations connect any two vectors of equal norm

An orbital optimiser can change the real coefficient vector of an orbital by plane rotations, each mixing only two orthonormal basis orbitals, which raises the question of whether such steps can turn any normalised orbital into any other. With n ≥ 2 basis orbitals they can, even when the overall sign of the target vector is prescribed, and n − 1 rotations are enough to bring an orbital onto a chosen basis orbital.

In Lean 4 with Mathlib:

```lean
import Mathlib

open Matrix

namespace GivensReachability

noncomputable section

variable {ι : Type*} [Fintype ι] [DecidableEq ι]

/-- The Givens rotation by the angle `θ` in the plane of two distinct orbitals `i` and `j`,
written row by row; all other orbitals are left alone. -/
def givens (i j : ι) (θ : ℝ) : Matrix ι ι ℝ :=
  Matrix.of fun k =>
    if k = i then Real.cos θ • (Pi.single i 1 : ι → ℝ) + Real.sin θ • (Pi.single j 1 : ι → ℝ)
    else if k = j then
      (-Real.sin θ) • (Pi.single i 1 : ι → ℝ) + Real.cos θ • (Pi.single j 1 : ι → ℝ)
    else Pi.single k 1

/-- The finite products of Givens rotations, each in the plane of two distinct orbitals. -/
def givensProducts (ι : Type*) [Fintype ι] [DecidableEq ι] : Submonoid (Matrix ι ι ℝ) :=
  Submonoid.closure {G | ∃ i j : ι, i ≠ j ∧ ∃ θ : ℝ, G = givens i j θ}

/-- A Givens rotation mixes the coefficients `x i` and `x j` and keeps every other one. -/
theorem givens_mulVec (i j : ι) (θ : ℝ) (x : ι → ℝ) (k : ι) :
    (givens i j θ *ᵥ x) k =
      if k = i then Real.cos θ * x i + Real.sin θ * x j
      else if k = j then -Real.sin θ * x i + Real.cos θ * x j
      else x k := by
  change (if k = i then
      Real.cos θ • (Pi.single i 1 : ι → ℝ) + Real.sin θ • (Pi.single j 1 : ι → ℝ)
    else if k = j then
      (-Real.sin θ) • (Pi.single i 1 : ι → ℝ) + Real.cos θ • (Pi.single j 1 : ι → ℝ)
    else Pi.single k 1) ⬝ᵥ x = _
  split_ifs <;> simp [add_dotProduct, smul_dotProduct]

/-- For any two coefficients `a` and `b` some angle rotates the pair `(a, b)` to
`(√(a² + b²), 0)`. -/
theorem exists_angle (a b : ℝ) : ∃ θ : ℝ,
    Real.cos θ * a + Real.sin θ * b = √(a ^ 2 + b ^ 2) ∧
    -Real.sin θ * a + Real.cos θ * b = 0 := by
  -- the angle is the polar angle of the point `a + i b`
  obtain ⟨r, θ, hr, ha, hb⟩ : ∃ r θ : ℝ, 0 ≤ r ∧ r * Real.cos θ = a ∧ r * Real.sin θ = b :=
    ⟨‖(⟨a, b⟩ : ℂ)‖, Complex.arg ⟨a, b⟩, norm_nonneg _,
      Complex.norm_mul_cos_arg _, Complex.norm_mul_sin_arg _⟩
  have hsq : a ^ 2 + b ^ 2 = r ^ 2 := by
    rw [← ha, ← hb]
    linear_combination r ^ 2 * Real.sin_sq_add_cos_sq θ
  refine ⟨θ, ?_, ?_⟩
  · rw [hsq, Real.sqrt_sq hr, ← ha, ← hb]
    linear_combination r * Real.sin_sq_add_cos_sq θ
  · rw [← ha, ← hb]
    ring

/-- Every finite product of Givens rotations preserves the squared norm of a vector. -/
theorem products_preserve_norm {G : Matrix ι ι ℝ} (hG : G ∈ givensProducts ι) (x : ι → ℝ) :
    (G *ᵥ x) ⬝ᵥ (G *ᵥ x) = x ⬝ᵥ x := by
  unfold givensProducts at hG
  induction hG using Submonoid.closure_induction generalizing x with
  | mem G h =>
    obtain ⟨i, j, hij, θ, rfl⟩ := h
    -- separate the two rotated coordinates from the rest
    have split : ∀ f : ι → ℝ, ∑ k, f k =
        f i + (f j + ∑ k ∈ (Finset.univ.erase i).erase j, f k) := by
      intro f
      rw [Finset.add_sum_erase _ _ (by simp [hij.symm]),
        Finset.add_sum_erase _ _ (Finset.mem_univ i)]
    have rest : ∑ k ∈ (Finset.univ.erase i).erase j,
        (givens i j θ *ᵥ x) k * (givens i j θ *ᵥ x) k =
        ∑ k ∈ (Finset.univ.erase i).erase j, x k * x k := by
      refine Finset.sum_congr rfl fun k hk => ?_
      have hkj : k ≠ j := (Finset.mem_erase.mp hk).1
      have hki : k ≠ i := (Finset.mem_erase.mp (Finset.mem_erase.mp hk).2).1
      rw [givens_mulVec, if_neg hki, if_neg hkj]
    have hi := givens_mulVec i j θ x i
    have hj := givens_mulVec i j θ x j
    rw [if_pos rfl] at hi
    rw [if_neg hij.symm, if_pos rfl] at hj
    unfold dotProduct
    rw [split, split (fun k => x k * x k), rest, hi, hj]
    linear_combination (x i ^ 2 + x j ^ 2) * Real.sin_sq_add_cos_sq θ
  | one => simp
  | mul A B _ _ ihA ihB => rw [← Matrix.mulVec_mulVec, ihA, ihB]

/-- Every finite product of Givens rotations is undone by another such product. -/
theorem products_undo {G : Matrix ι ι ℝ} (hG : G ∈ givensProducts ι) :
    ∃ H ∈ givensProducts ι, ∀ x : ι → ℝ, H *ᵥ (G *ᵥ x) = x := by
  unfold givensProducts at hG
  induction hG using Submonoid.closure_induction with
  | mem G h =>
    obtain ⟨i, j, hij, θ, rfl⟩ := h
    -- rotate back by the opposite angle
    refine ⟨givens i j (-θ), Submonoid.subset_closure ⟨i, j, hij, -θ, rfl⟩, fun x => ?_⟩
    have hi := givens_mulVec i j θ x i
    have hj := givens_mulVec i j θ x j
    rw [if_pos rfl] at hi
    rw [if_neg hij.symm, if_pos rfl] at hj
    funext k
    rw [givens_mulVec, hi, hj, Real.cos_neg, Real.sin_neg]
    split_ifs with hki hkj
    · rw [hki]
      linear_combination x i * Real.sin_sq_add_cos_sq θ
    · rw [hkj]
      linear_combination x j * Real.sin_sq_add_cos_sq θ
    · rw [givens_mulVec, if_neg hki, if_neg hkj]
  | one => exact ⟨1, one_mem _, fun x => by simp⟩
  | mul A B _ _ ihA ihB =>
    obtain ⟨A', hA', hA⟩ := ihA
    obtain ⟨B', hB', hB⟩ := ihB
    refine ⟨B' * A', mul_mem hB' hA', fun x => ?_⟩
    rw [← Matrix.mulVec_mulVec, ← Matrix.mulVec_mulVec, hA, hB]

/-- The coefficients in any set `s` without the pivot `p` are eliminated by one Givens rotation
each, all involving `p`; if `s` is not empty, the pivot coefficient ends up nonnegative. -/
theorem eliminate (p : ι) (x : ι → ℝ) (s : Finset ι) (hp : p ∉ s) :
    ∃ L : List (Matrix ι ι ℝ), L.length = s.card ∧
      (∀ G ∈ L, ∃ j, p ≠ j ∧ ∃ θ : ℝ, G = givens p j θ) ∧
      (∀ k ∈ s, (L.prod *ᵥ x) k = 0) ∧ (s.Nonempty → 0 ≤ (L.prod *ᵥ x) p) := by
  induction s using Finset.induction_on with
  | empty => exact ⟨[], by simp⟩
  | insert a s ha ih =>
    have hpa : p ≠ a := fun h => hp (by simp [h])
    obtain ⟨L, hlen, hL, hz, _⟩ := ih (fun h => hp (Finset.mem_insert_of_mem h))
    -- the next rotation moves the coefficient of `a` into the pivot
    obtain ⟨θ, h1, h2⟩ := exists_angle ((L.prod *ᵥ x) p) ((L.prod *ᵥ x) a)
    refine ⟨givens p a θ :: L, by simp [hlen, ha], ?_, ?_, ?_⟩
    · intro G hG
      rcases List.mem_cons.mp hG with h | h
      · exact ⟨a, hpa, θ, h⟩
      · exact hL G h
    · intro k hk
      have hkp : k ≠ p := fun h => hp (h ▸ hk)
      rw [List.prod_cons, ← Matrix.mulVec_mulVec, givens_mulVec, if_neg hkp]
      split_ifs with hka
      · exact h2
      · exact hz k ((Finset.mem_insert.mp hk).resolve_left hka)
    · intro _
      rw [List.prod_cons, ← Matrix.mulVec_mulVec, givens_mulVec, if_pos rfl, h1]
      exact Real.sqrt_nonneg _

/-- In dimension `n ≥ 2`, every real vector `x` is mapped to its norm times a chosen basis
vector `p` by a product of `n - 1` Givens rotations, each mixing `p` with one other orbital. -/
theorem givens_to_axis [Nontrivial ι] (p : ι) (x : ι → ℝ) :
    ∃ L : List (Matrix ι ι ℝ), L.length + 1 = Fintype.card ι ∧
      (∀ G ∈ L, ∃ j, p ≠ j ∧ ∃ θ : ℝ, G = givens p j θ) ∧
      L.prod *ᵥ x = √(x ⬝ᵥ x) • (Pi.single p 1 : ι → ℝ) := by
  obtain ⟨L, hlen, hL, hz, hpos⟩ := eliminate p x (Finset.univ.erase p) (by simp)
  obtain ⟨q, hq⟩ := exists_ne p
  have hnn := hpos ⟨q, by simp [hq]⟩
  have hzero : ∀ k, k ≠ p → (L.prod *ᵥ x) k = 0 := fun k hk => hz k (by simp [hk])
  have hmem : L.prod ∈ givensProducts ι := list_prod_mem fun G hG => by
    obtain ⟨j, hj, θ, h⟩ := hL G hG
    exact Submonoid.subset_closure ⟨p, j, hj, θ, h⟩
  -- norm conservation fixes the one coefficient that survives
  have hsq : x ⬝ᵥ x = (L.prod *ᵥ x) p ^ 2 := by
    rw [← products_preserve_norm hmem x, dotProduct, Finset.sum_eq_single p, sq]
    · intro k _ hk
      rw [hzero k hk, mul_zero]
    · intro h
      exact absurd (Finset.mem_univ p) h
  refine ⟨L, ?_, hL, ?_⟩
  · rw [hlen]
    exact Finset.card_erase_add_one (Finset.mem_univ p)
  · rw [hsq, Real.sqrt_sq hnn]
    funext k
    by_cases hk : k = p
    · rw [hk]
      simp
    · rw [hzero k hk]
      simp [hk]

/-- In dimension at least two, a finite product of Givens rotations carries `u` to `v` exactly
when the two real vectors have the same norm. -/
theorem reachable_iff [Nontrivial ι] (u v : ι → ℝ) :
    (∃ G ∈ givensProducts ι, G *ᵥ u = v) ↔ u ⬝ᵥ u = v ⬝ᵥ v := by
  constructor
  · rintro ⟨G, hG, rfl⟩
    exact (products_preserve_norm hG u).symm
  · intro huv
    obtain ⟨p, _, _⟩ := exists_pair_ne ι
    have toAxis : ∀ x : ι → ℝ, ∃ G ∈ givensProducts ι,
        G *ᵥ x = √(x ⬝ᵥ x) • (Pi.single p 1 : ι → ℝ) := by
      intro x
      obtain ⟨L, _, hL, hx⟩ := givens_to_axis p x
      refine ⟨L.prod, list_prod_mem fun G hG => ?_, hx⟩
      obtain ⟨j, hj, θ, h⟩ := hL G hG
      exact Submonoid.subset_closure ⟨p, j, hj, θ, h⟩
    -- go from `u` to the axis, then back along the path of `v`
    obtain ⟨A, hA, hu⟩ := toAxis u
    obtain ⟨B, hB, hv⟩ := toAxis v
    obtain ⟨H, hH, hundo⟩ := products_undo hB
    refine ⟨H * A, mul_mem hH hA, ?_⟩
    rw [← Matrix.mulVec_mulVec, hu, huv, ← hv, hundo]

/-- In one dimension no product of Givens rotations carries the vector `-1` to `1`. -/
theorem one_dimension_fails :
    ¬ ∃ G ∈ givensProducts (Fin 1), G *ᵥ (fun _ => (-1 : ℝ)) = fun _ => 1 := by
  rintro ⟨G, hG, h⟩
  -- there is no pair of distinct orbitals, so only the empty product is left
  have hone : G = 1 := by
    unfold givensProducts at hG
    induction hG using Submonoid.closure_induction with
    | mem G h' =>
      obtain ⟨i, j, hij, _⟩ := h'
      exact absurd (Subsingleton.elim i j) hij
    | one => rfl
    | mul A B hA hB _ _ =>
      have key : ∀ M ∈ Submonoid.closure {G : Matrix (Fin 1) (Fin 1) ℝ |
          ∃ i j : Fin 1, i ≠ j ∧ ∃ θ : ℝ, G = givens i j θ}, M = 1 := by
        have hempty : {G : Matrix (Fin 1) (Fin 1) ℝ |
            ∃ i j : Fin 1, i ≠ j ∧ ∃ θ : ℝ, G = givens i j θ} = ∅ := by
          ext M
          simp only [Set.mem_ofPred_eq, Set.mem_empty_iff_false, iff_false]
          rintro ⟨i, j, hij, _⟩
          exact hij (Subsingleton.elim i j)
        intro M hM
        rw [hempty, Submonoid.closure_empty] at hM
        exact Submonoid.mem_bot.mp hM
      rw [key A hA, key B hB, one_mul]
  rw [hone, Matrix.one_mulVec] at h
  have h0 := congrFun h 0
  norm_num at h0

end

end GivensReachability
```

```lean
#print axioms GivensReachability.products_preserve_norm
#print axioms GivensReachability.reachable_iff
#print axioms GivensReachability.one_dimension_fails
```

```
'GivensReachability.products_preserve_norm' depends on axioms: [propext, Classical.choice, Quot.sound]
'GivensReachability.reachable_iff' depends on axioms: [propext, Classical.choice, Quot.sound]
'GivensReachability.one_dimension_fails' depends on axioms: [propext, Classical.choice, Quot.sound]
```

## Orbitals as coefficient vectors

The finite type `ι` labels n orthonormal basis orbitals, and `x : ι → ℝ` holds the real coefficients of one orbital in that basis. The squared norm is `x ⬝ᵥ x`, written x·x below. In a non-orthogonal atomic-orbital basis this would not be the physical norm, so the coefficients must first refer to an orthonormalised basis.

The matrix `givens i j θ` leaves all coefficients alone except two:

x_i' = cos θ x_i + sin θ x_j
x_j' = −sin θ x_i + cos θ x_j

This fixes the sign convention for θ. The set `givensProducts ι` contains all finite products of such matrices with i ≠ j, including the empty product, which is the identity.

The assumption `[Nontrivial ι]` means n ≥ 2. Under it, `givens_to_axis` says that for every pivot p and every x there is a list of exactly n − 1 rotations, each mixing p with one other basis orbital, whose product sends x to √(x·x) e_p, where e_p is the basis vector of p. Some of these rotations may have angle zero. The theorem `reachable_iff` says that some finite product carries u to v exactly when u·u = v·v. Normalised orbitals have u·u = v·v = 1, so each reaches every other.

For a single real orbital in a finite orthonormal basis with n ≥ 2, restricting a search to pairwise rotations therefore excludes no normalised candidate. The theorems do not say that an energy-minimising sequence of rotations finds the best one, and they treat neither complex coefficients nor several orbitals moved at once.

## Eliminating one coefficient at a time

The two equations above are the content of `givens_mulVec`. To remove a coefficient b against a pivot coefficient a, write the pair in polar form, a = r cos θ and b = r sin θ with r = √(a² + b²). Then

cos θ a + sin θ b = r (cos² θ + sin² θ) = r
−sin θ a + cos θ b = −r sin θ cos θ + r cos θ sin θ = 0

In `exists_angle`, r and θ are the modulus and argument of the complex number with real part a and imaginary part b.

Now take the indices other than p one by one. Each new rotation touches only p and the index being eliminated, so earlier zeros survive, and the pivot coefficient becomes a square root, hence nonnegative. The lemma `eliminate` is this induction over the set of eliminated indices. Each new rotation goes at the head of the list, so it acts last.

What remains is c e_p with c ≥ 0. A rotation conserves the norm, because the cross terms cancel:

x_i'² + x_j'² = (cos² θ + sin² θ)(x_i² + x_j²) = x_i² + x_j²

The lemma `products_preserve_norm` extends this to products by induction on how they are built. Hence c² = x·x, and c ≥ 0 gives c = √(x·x), which completes `givens_to_axis`.

## From one orbital to another through the axis

Rotating by −θ undoes a rotation by θ:

cos θ x_i' − sin θ x_j' = x_i
sin θ x_i' + cos θ x_j' = x_j

A product is undone by the opposite rotations in reverse order, which is `products_undo`.

Suppose u·u = v·v. Choose products A and B with A u = √(u·u) e_p and B v = √(v·v) e_p. The right-hand sides agree, so if H undoes B, then

H A u = H B v = v

This shows that equal norms are sufficient in `reachable_iff`. Conversely, if a product carries u to v, norm conservation gives u·u = v·v.

## The sign left over in one dimension

With a single basis orbital there is no pair to mix. The set of generating rotations is empty, only the identity remains, and −1 never becomes 1 although both have norm one. This is `one_dimension_fails`. It is a statement about coefficient vectors: the two differ only by a global sign and describe the same physical orbital. For n ≥ 2 at least one elimination takes place, and it makes the pivot coefficient nonnegative.
